# An opposite-spin pair creator commutes with S₊, and likewise with S₋, exactly when its coefficient matrix is symmetric

## Two electrons in two orbitals

Put a spin-up electron in orbital 0 and a spin-down electron in orbital 1. With $c_{ps}$ for the creator of an electron in orbital $p$ with spin $s$, the pair is created by $c_{0\uparrow}c_{1\downarrow}$. The raising operator $S_+$ flips the down spin, and its commutator with the pair creator is $c_{0\uparrow}c_{1\uparrow}$. This is not zero, so the pair has a triplet component.

Now add the partner $c_{1\uparrow}c_{0\downarrow}$ with the same coefficient. Its commutator with $S_+$ is $c_{1\uparrow}c_{0\uparrow}=-c_{0\uparrow}c_{1\uparrow}$, and the two contributions cancel. With the factor $1/\sqrt2$, the sum acting on the vacuum gives the normalised open-shell singlet.

For $K$ orbitals, a general opposite-spin geminal has the creator
$$G=\sum_{p,q}C_{pq}\,c_{p\uparrow}c_{q\downarrow},\qquad C_{pq}\in\mathbb C .$$
Which matrices $C$ make it a pure singlet pair?

## The criterion and its setting

Let $a_{ps}$ be the annihilators, $c_{ps}=a_{ps}^\dagger$, and
$$S_+=\sum_r c_{r\uparrow}a_{r\downarrow},\qquad S_-=\sum_r c_{r\downarrow}a_{r\uparrow}$$
in units of $\hbar$. The main theorem, `pairCreator_commute_iff`, says that $[S_+,G]=0$ if and only if $C^T=C$, and that $[S_-,G]=0$ under the same condition. Symmetric does not mean Hermitian: $C_{01}=i$, $C_{10}=-i$ with zero diagonal is Hermitian, but creates a pure triplet pair.

In Lean, `a : Fin K × Fin 2 → Matrix n n ℂ` assigns a complex matrix to each orbital and spin, with `up` as 0 and `down` as 1. The hypothesis `CAR a` postulates the canonical anticommutation relations, which express the Pauli principle and the orthonormality of the spin orbitals. `[Nonempty n]` says that the matrices have positive size. `spinRaise`, `spinLower` and `pairCreator` are $S_+$, $S_-$ and $G$, and `C.IsSymm` is $C^T=C$.

The second result, `geminal_power_singlet`, takes a vector $v$ annihilated by $S_+$ and $S_-$, such as the vacuum or a closed-shell core. For symmetric $C$, both operators also annihilate $G^Nv$. So do $S_z=\tfrac12[S_+,S_-]$ and $S^2=S_-S_++S_z(S_z+1)$, which makes $G^Nv$ a singlet unless it is zero. This vector need not be normalised and may be zero, for instance when $N$ pairs no longer fit into the orbitals.

The identification of `spinRaise` with the physical spin operator assumes that both spins share the same spatial orbitals. For unrestricted orbitals, overlaps would enter $S_+$. In a finite basis of shared orbitals, the criterion tells a geminal calculation which coefficients to constrain to avoid spin contamination.

## From the commutator to a same-spin pair

With $i$ and $j$ each standing for an orbital and a spin, the relations are $\{a_i,a_j\}=0$ and $\{a_i,c_j\}=\delta_{ij}$; the adjoint of the first is $\{c_i,c_j\}=0$. Write $T_{st}=\sum_r c_{rs}a_{rt}$, so that $S_+=T_{\uparrow\downarrow}$ and $S_-=T_{\downarrow\uparrow}$. From $[XY,Z]=X\{Y,Z\}-\{X,Z\}Y$,
$$[T_{st},c_{qu}]=\sum_r c_{rs}\,\delta_{rq}\delta_{tu}=\delta_{tu}\,c_{qs}.$$
The product rule $[T,cc']=[T,c]c'+c[T,c']$ then gives
$$[S_+,G]=P_\uparrow,\qquad [S_-,G]=P_\downarrow,\qquad P_s=\sum_{p,q}C_{pq}\,c_{ps}c_{qs}.$$

## When the same-spin pair vanishes

If $C$ is symmetric, exchanging the summation labels gives
$$P_s=\sum_{p,q}C_{qp}\,c_{qs}c_{ps}=\sum_{p,q}C_{pq}\,c_{qs}c_{ps}=-P_s,$$
so $P_s=0$.

Conversely, $[a_{rs},c_{ps}c_{qs}]=\delta_{rp}c_{qs}-\delta_{rq}c_{ps}$, and hence
$$[a_{rs},P_s]=\sum_q(C_{rq}-C_{qr})\,c_{qs}.$$
The anticommutator of this with $a_{ts}$ is $(C_{rt}-C_{tr})\,1$. If $P_s=0$, the left-hand sides vanish. The identity matrix is not zero, so $C_{rt}=C_{tr}$ for all $r,t$.

For the second result, move $S_\pm$ through the powers: $S_\pm G^Nv=G^NS_\pm v=0$.

## A contaminated geminal in numbers

Take $K=2$ and
$$C=\begin{pmatrix}1&2\\4&3\end{pmatrix}.$$
The diagonal terms of $P_\uparrow$ vanish because $c_{p\uparrow}^2=0$, which leaves $[S_+,G]=(2-4)\,c_{0\uparrow}c_{1\uparrow}=-2\,c_{0\uparrow}c_{1\uparrow}$. On the normalised vacuum, $G$ creates a vector of squared norm $1+4+16+9=30$. After normalisation $\langle S^2\rangle=4/30=2/15$, which is a triplet weight of $1/15$. Replacing both off-diagonal entries by their mean, 3, removes it.

## Why the mixed relation is needed

Let every $a_{ps}$ be the $1\times1$ zero matrix. Then $\{a_i,a_j\}=0$ holds, but $\{a_i,c_i\}=1$ fails. Now $G=0$ commutes with everything, even for a non-symmetric $C$. The relations among annihilators alone therefore do not force $C$ to be symmetric.

## The Lean development

```lean
import Mathlib

open Matrix

namespace SingletGeminals

variable {K : ℕ} {n : Type*} [Fintype n] [DecidableEq n]

/-- The canonical anticommutation relations for a family of annihilation matrices, whose
conjugate transposes are the creators. -/
structure CAR {κ n : Type*} [DecidableEq κ] [Fintype n] [DecidableEq n]
    (a : κ → Matrix n n ℂ) : Prop where
  anti : ∀ i j, a i * a j + a j * a i = 0
  mixed : ∀ i j, a i * (a j)ᴴ + (a j)ᴴ * a i = if i = j then 1 else 0

/-- The label of spin up. -/
abbrev up : Fin 2 := 0

/-- The label of spin down. -/
abbrev down : Fin 2 := 1

/-- The operator `∑ r, c(r,s) a(r,t)`, which moves an electron from spin `t` to spin `s`
within each orbital. -/
def spinTransfer (a : Fin K × Fin 2 → Matrix n n ℂ) (s t : Fin 2) : Matrix n n ℂ :=
  ∑ r, (a (r, s))ᴴ * a (r, t)

/-- The spin raising operator `S+ = ∑ r, c(r,up) a(r,down)`. -/
abbrev spinRaise (a : Fin K × Fin 2 → Matrix n n ℂ) : Matrix n n ℂ := spinTransfer a up down

/-- The spin lowering operator `S- = ∑ r, c(r,down) a(r,up)`. -/
abbrev spinLower (a : Fin K × Fin 2 → Matrix n n ℂ) : Matrix n n ℂ := spinTransfer a down up

/-- The geminal creator `∑ C(p,q) c(p,up) c(q,down)`. -/
def pairCreator (a : Fin K × Fin 2 → Matrix n n ℂ) (C : Matrix (Fin K) (Fin K) ℂ) :
    Matrix n n ℂ :=
  ∑ p, ∑ q, C p q • ((a (p, up))ᴴ * (a (q, down))ᴴ)

/-- The creator `∑ C(p,q) c(p,s) c(q,s)` of a pair of electrons with the same spin `s`. -/
def sameSpinPair (a : Fin K × Fin 2 → Matrix n n ℂ) (s : Fin 2)
    (C : Matrix (Fin K) (Fin K) ℂ) : Matrix n n ℂ :=
  ∑ p, ∑ q, C p q • ((a (p, s))ᴴ * (a (q, s))ᴴ)

/-- Under the CAR any two creators anticommute. -/
theorem CAR.create {κ : Type*} [DecidableEq κ] {a : κ → Matrix n n ℂ} (h : CAR a) (i j : κ) :
    (a i)ᴴ * (a j)ᴴ + (a j)ᴴ * (a i)ᴴ = 0 := by
  have h1 := congrArg conjTranspose (h.anti j i)
  simpa only [conjTranspose_add, conjTranspose_mul, conjTranspose_zero] using h1

variable {a : Fin K × Fin 2 → Matrix n n ℂ}

/-- Under the CAR, the commutator of the spin transfer operator from `t` to `s` with a creator
of spin `u` is the creator of spin `s` in the same orbital if `t = u`, and zero otherwise. -/
theorem transfer_creator (h : CAR a) (s t : Fin 2) (q : Fin K) (u : Fin 2) :
    spinTransfer a s t * (a (q, u))ᴴ - (a (q, u))ᴴ * spinTransfer a s t
      = if t = u then (a (q, s))ᴴ else 0 := by
  have key : ∀ r, (a (r, s))ᴴ * a (r, t) * (a (q, u))ᴴ - (a (q, u))ᴴ * ((a (r, s))ᴴ * a (r, t))
      = if r = q then (if t = u then (a (q, s))ᴴ else 0) else 0 := by
    intro r
    -- the commutator of a product in terms of anticommutators
    calc _ = (a (r, s))ᴴ * (a (r, t) * (a (q, u))ᴴ + (a (q, u))ᴴ * a (r, t))
          - ((a (r, s))ᴴ * (a (q, u))ᴴ + (a (q, u))ᴴ * (a (r, s))ᴴ) * a (r, t) := by
            noncomm_ring
      _ = _ := by
            rw [h.mixed, h.create]
            by_cases h1 : r = q <;> by_cases h2 : t = u <;> simp [h1, h2]
  rw [spinTransfer, Finset.sum_mul, Finset.mul_sum, ← Finset.sum_sub_distrib,
    Finset.sum_congr rfl (fun r _ => key r)]
  simp

/-- Under the CAR, the commutator of a spin transfer operator with the geminal creator is the
sum of its actions on the spin-up and on the spin-down creator. -/
theorem transfer_pairCreator (h : CAR a) (C : Matrix (Fin K) (Fin K) ℂ) (s t : Fin 2) :
    spinTransfer a s t * pairCreator a C - pairCreator a C * spinTransfer a s t
      = ∑ p, ∑ q, C p q • ((if t = up then (a (p, s))ᴴ else 0) * (a (q, down))ᴴ
          + (a (p, up))ᴴ * (if t = down then (a (q, s))ᴴ else 0)) := by
  have key : ∀ p q, spinTransfer a s t * (C p q • ((a (p, up))ᴴ * (a (q, down))ᴴ))
      - (C p q • ((a (p, up))ᴴ * (a (q, down))ᴴ)) * spinTransfer a s t
      = C p q • ((if t = up then (a (p, s))ᴴ else 0) * (a (q, down))ᴴ
          + (a (p, up))ᴴ * (if t = down then (a (q, s))ᴴ else 0)) := by
    intro p q
    rw [mul_smul_comm, smul_mul_assoc, ← smul_sub, ← transfer_creator h s t p up,
      ← transfer_creator h s t q down]
    congr 1
    noncomm_ring
  simp only [pairCreator, Finset.mul_sum, Finset.sum_mul, ← Finset.sum_sub_distrib, key]

/-- Under the CAR, the commutator of an annihilator with a same-spin pair creator of its own spin is
a linear combination of creators whose coefficients depend only on the antisymmetric part of `C`. -/
theorem contract_sameSpinPair (h : CAR a) (s : Fin 2) (C : Matrix (Fin K) (Fin K) ℂ)
    (r : Fin K) :
    a (r, s) * sameSpinPair a s C - sameSpinPair a s C * a (r, s)
      = ∑ q, (C r q - C q r) • (a (q, s))ᴴ := by
  have key : ∀ p q, a (r, s) * (C p q • ((a (p, s))ᴴ * (a (q, s))ᴴ))
      - (C p q • ((a (p, s))ᴴ * (a (q, s))ᴴ)) * a (r, s)
      = (if r = p then C p q • (a (q, s))ᴴ else 0)
        - (if r = q then C p q • (a (p, s))ᴴ else 0) := by
    intro p q
    calc _ = C p q • ((a (r, s) * (a (p, s))ᴴ + (a (p, s))ᴴ * a (r, s)) * (a (q, s))ᴴ
          - (a (p, s))ᴴ * (a (r, s) * (a (q, s))ᴴ + (a (q, s))ᴴ * a (r, s))) := by
            rw [mul_smul_comm, smul_mul_assoc, ← smul_sub]
            congr 1
            noncomm_ring
      _ = _ := by
            rw [h.mixed, h.mixed]
            simp only [Prod.mk.injEq, and_true]
            split_ifs <;> simp [smul_sub]
  simp only [sameSpinPair, Finset.mul_sum, Finset.sum_mul, ← Finset.sum_sub_distrib, key]
  simp only [Finset.sum_sub_distrib, sub_smul]
  congr 1
  · refine Finset.sum_comm.trans ?_
    simp
  · simp

/-- For CAR matrices of positive size, the same-spin pair creator vanishes if and only if `C`
is symmetric. -/
theorem sameSpinPair_eq_zero_iff [Nonempty n] (h : CAR a) (s : Fin 2)
    (C : Matrix (Fin K) (Fin K) ℂ) : sameSpinPair a s C = 0 ↔ C.IsSymm := by
  constructor
  · intro hP
    refine Matrix.IsSymm.ext fun t r => ?_
    have h1 := contract_sameSpinPair h s C r
    rw [hP, mul_zero, zero_mul, sub_zero] at h1
    -- a second contraction leaves a number times the identity
    have h2 : a (t, s) * (∑ q, (C r q - C q r) • (a (q, s))ᴴ)
        + (∑ q, (C r q - C q r) • (a (q, s))ᴴ) * a (t, s)
        = (C r t - C t r) • (1 : Matrix n n ℂ) := by
      simp only [Finset.mul_sum, Finset.sum_mul, mul_smul_comm, smul_mul_assoc,
        ← Finset.sum_add_distrib, ← smul_add, h.mixed]
      simp
    rw [← h1, mul_zero, zero_mul, add_zero] at h2
    exact sub_eq_zero.mp ((smul_eq_zero.mp h2.symm).resolve_right one_ne_zero)
  · intro hC
    -- exchanging the two summation labels reverses the order of the creators
    have h1 : sameSpinPair a s C = ∑ p, ∑ q, C p q • ((a (q, s))ᴴ * (a (p, s))ᴴ) := by
      unfold sameSpinPair
      refine Finset.sum_comm.trans ?_
      refine Finset.sum_congr rfl fun p _ => Finset.sum_congr rfl fun q _ => ?_
      rw [hC.apply p q]
    have h2 : sameSpinPair a s C + sameSpinPair a s C = 0 := by
      refine (congrArg (fun X => sameSpinPair a s C + X) h1).trans ?_
      simp only [sameSpinPair, ← Finset.sum_add_distrib, ← smul_add, h.create, smul_zero,
        Finset.sum_const_zero]
    have h3 : sameSpinPair a s C
        = (1 / 2 : ℂ) • (sameSpinPair a s C + sameSpinPair a s C) := by module
    rw [h3, h2, smul_zero]

/-- For CAR matrices of positive size, the geminal creator commutes with `S+` if and only if
`C` is symmetric, and it commutes with `S-` under exactly the same condition. -/
theorem pairCreator_commute_iff [Nonempty n] (h : CAR a) (C : Matrix (Fin K) (Fin K) ℂ) :
    (Commute (spinRaise a) (pairCreator a C) ↔ C.IsSymm) ∧
      (Commute (spinLower a) (pairCreator a C) ↔ C.IsSymm) := by
  have hr : spinRaise a * pairCreator a C - pairCreator a C * spinRaise a
      = sameSpinPair a up C :=
    (transfer_pairCreator h C up down).trans (by simp [sameSpinPair, up, down])
  have hl : spinLower a * pairCreator a C - pairCreator a C * spinLower a
      = sameSpinPair a down C :=
    (transfer_pairCreator h C down up).trans (by simp [sameSpinPair, up, down])
  constructor
  · rw [← sameSpinPair_eq_zero_iff h up C, ← hr, sub_eq_zero]
    exact Iff.rfl
  · rw [← sameSpinPair_eq_zero_iff h down C, ← hl, sub_eq_zero]
    exact Iff.rfl

/-- Under the CAR, if `S+` and `S-` annihilate a vector, they also annihilate the vector obtained
from it by applying `N` times the geminal creator with symmetric `C`. -/
theorem geminal_power_singlet [Nonempty n] (h : CAR a) {C : Matrix (Fin K) (Fin K) ℂ}
    (hC : C.IsSymm) (N : ℕ) {v : n → ℂ} (hr : spinRaise a *ᵥ v = 0)
    (hl : spinLower a *ᵥ v = 0) :
    spinRaise a *ᵥ (pairCreator a C ^ N *ᵥ v) = 0 ∧
      spinLower a *ᵥ (pairCreator a C ^ N *ᵥ v) = 0 := by
  have cr := ((pairCreator_commute_iff h C).1.mpr hC).pow_right N
  have cl := ((pairCreator_commute_iff h C).2.mpr hC).pow_right N
  constructor
  · rw [Matrix.mulVec_mulVec, cr.eq, ← Matrix.mulVec_mulVec, hr, Matrix.mulVec_zero]
  · rw [Matrix.mulVec_mulVec, cl.eq, ← Matrix.mulVec_mulVec, hl, Matrix.mulVec_zero]

/-- Adds one fermionic mode to a family of `m` modes by doubling the space; the old modes
receive opposite signs on the two halves. -/
def addMode {m : ℕ} (b : Fin m → Matrix n n ℂ) : Fin (m + 1) → Matrix (n ⊕ n) (n ⊕ n) ℂ :=
  Fin.cons (α := fun _ => Matrix (n ⊕ n) (n ⊕ n) ℂ) (fromBlocks 0 1 0 0)
    (fun i => fromBlocks (b i) 0 0 (-b i))

/-- Adding a mode to a family that obeys the CAR gives a family that obeys the CAR. -/
theorem car_addMode {m : ℕ} {b : Fin m → Matrix n n ℂ} (h : CAR b) : CAR (addMode b) := by
  constructor
  · intro i j
    refine Fin.cases ?_ (fun i => ?_) i <;> refine Fin.cases ?_ (fun j => ?_) j <;>
      simp [addMode, fromBlocks_multiply, fromBlocks_add, h.anti]
  · intro i j
    refine Fin.cases ?_ (fun i => ?_) i <;> refine Fin.cases ?_ (fun j => ?_) j
    · simp [addMode, fromBlocks_multiply, fromBlocks_add, fromBlocks_conjTranspose]
    · simp [addMode, fromBlocks_multiply, fromBlocks_add, fromBlocks_conjTranspose,
        (Fin.succ_ne_zero j).symm]
    · simp [addMode, fromBlocks_multiply, fromBlocks_add, fromBlocks_conjTranspose]
    · by_cases hij : i = j <;>
        simp [addMode, fromBlocks_multiply, fromBlocks_add, fromBlocks_conjTranspose,
          h.mixed, hij]

/-- Four modes added one by one to a one-dimensional space obey the CAR for two spatial
orbitals with two spins. -/
theorem car_witness :
    CAR (fun x : Fin 2 × Fin 2 =>
      addMode (addMode (addMode (addMode (fun _ : Fin 0 => (0 : Matrix Unit Unit ℂ)))))
        (finProdFinEquiv x)) := by
  have h0 : CAR (fun _ : Fin 0 => (0 : Matrix Unit Unit ℂ)) :=
    ⟨fun i => i.elim0, fun i => i.elim0⟩
  have h4 := car_addMode (car_addMode (car_addMode (car_addMode h0)))
  exact ⟨fun i j => h4.anti _ _, fun i j => (h4.mixed _ _).trans
    (if_congr finProdFinEquiv.injective.eq_iff rfl rfl)⟩

end SingletGeminals
```

```lean
#print axioms SingletGeminals.pairCreator_commute_iff
#print axioms SingletGeminals.geminal_power_singlet
```

```
'SingletGeminals.pairCreator_commute_iff' depends on axioms: [propext, Classical.choice, Quot.sound]
'SingletGeminals.geminal_power_singlet' depends on axioms: [propext, Classical.choice, Quot.sound]
```

## How the lemmas carry the argument

`CAR.create` takes the adjoint of the annihilator relation. `transfer_creator` computes $[T_{st},c_{qu}]$: `noncomm_ring` verifies the commutator identity for one $r$, the anticommutation relations are inserted, and the sum over $r$ collapses. `transfer_pairCreator` applies the product rule to each term of $G$, keeping the two spin cases as `if` expressions.

`contract_sameSpinPair` is the first contraction. Its `split_ifs` step treats the Kronecker deltas, and `Finset.sum_comm` exchanges the sums in the first of the two terms so that its delta can be used. `sameSpinPair_eq_zero_iff` contains both directions of the criterion for $P_s$. In the forward direction, `h2` is the second contraction, and `one_ne_zero` is where positive size enters. In the other, `h1` exchanges the labels and `h2` shows $P_s+P_s=0$.

In `pairCreator_commute_iff`, `hr` and `hl` identify the two commutators with $P_\uparrow$ and $P_\downarrow$, and the previous lemma finishes each case. `geminal_power_singlet` extends the commutation to $G^N$ by `pow_right`, then moves the spin operator onto $v$.

The last declarations construct matrices that satisfy `CAR`. `addMode` doubles the space and uses
$$a_0=\begin{pmatrix}0&1\\0&0\end{pmatrix},\qquad a_{i+1}=\begin{pmatrix}b_i&0\\0&-b_i\end{pmatrix},$$
where the $b_i$ are the old annihilators. The opposite signs make the new mode anticommute with the old ones, and $a_0a_0^\dagger+a_0^\dagger a_0=1$. `car_addMode` checks these cases block by block. Starting from dimension one, `car_witness` adds four modes and relabels them as two orbitals with two spins, giving $16\times16$ matrices for $K=2$, the smallest $K$ at which a non-symmetric $C$ exists.
